# Equality in Barta's bound makes a positive trial state an eigenvector when H is connected with nonpositive off-diagonal entries

The lowest eigenvalue enters here as a property of a number, not as a function of the matrix. A real number E has the property if H has a nonzero real eigenvector at E and no eigenvalue of H lies below E. The result can then be stated and proved without first diagonalising H or characterising its ground state.

## The smallest local energy as a lower bound

Let H be a real symmetric matrix on a finite nonempty set of configurations, and let ψ be a strictly positive trial state. Its local energy and the minimum of that energy are

E_L(x) = (Hψ)(x) / ψ(x)

m = min over x of E_L(x)

Assume that H(x,y) ≤ 0 for x ≠ y, and that any two configurations are linked by a chain of nonzero off-diagonal elements. Then

m is the lowest eigenvalue of H ⇔ Hψ = mψ

In that case E_L is constant. If E_L is not constant, m lies strictly below every eigenvalue.

The sign condition is sufficient for H to have no sign problem in the chosen basis; it holds in the site-occupation basis for bosons hopping with amplitude −t, t > 0, if all other terms of H are diagonal there. Connectedness says that the off-diagonal moves reach every configuration; a conserved quantity that splits the basis into sectors violates it, and the result can then be applied within a sector that is itself connected. Barta's bound, here the statement that m is at most the lowest eigenvalue, is usually stated for differential operators, whereas this is a version for finite matrices.

## Enumerated and sampled minima

A code relies on the bound when it enumerates all configurations of a small lattice model with H(x,y) ≤ 0 for x ≠ y and reports m as a lower bound on the ground-state energy. If H is also connected, the equality case says that this bound is exact only if the trial state is. A minimum over sampled configurations is no substitute: it can lie above m, and even above the lowest eigenvalue.

## From a sum of squares to a constant local energy

For any real vector v, write r(x) = v(x)/ψ(x) and w(x,y) = H(x,y)ψ(x)ψ(y). Substituting v = rψ gives

v·Hv = Σ_x Σ_y w(x,y) r(x) r(y)

Σ_x E_L(x) v(x)² = Σ_x Σ_y w(x,y) r(x)²

Since w is symmetric, r(x)² in the second sum may be replaced by ½(r(x)² + r(y)²). Subtraction gives the identity

v·Hv − Σ_x E_L(x) v(x)² = −½ Σ_x Σ_y w(x,y) (r(x) − r(y))²

The terms with x = y vanish and the others have w ≤ 0, so the right side is nonnegative.

Now suppose that E ≤ E_L(x) for all x, and that some v ≠ 0 satisfies v·Hv ≤ E v·v. Then the left side obeys

v·Hv − Σ_x E_L(x) v(x)² ≤ −Σ_x (E_L(x) − E) v(x)² ≤ 0

Both sides of the identity are therefore zero, and so is Σ_x (E_L(x) − E) v(x)². Each term of these sums has a fixed sign, so each vanishes separately. Where H(x,y) ≠ 0 this forces r(x) = r(y), and connectedness makes r a constant c. Hence v = cψ with c ≠ 0, so v has no zeros, E_L(x) = E everywhere, and Hψ = Eψ.

Three consequences follow from this rigidity:

- If m is the lowest eigenvalue, take E = m and v an eigenvector at m. Then Hψ = mψ.
- Conversely, if Hψ = mψ, then m is an eigenvalue. An eigenvalue μ < m would, with E = μ, force E_L(x) = μ < m, a contradiction.
- If E_L is not constant, an eigenvalue μ ≤ m would, with E = μ, force it to be constant. So m < μ for every eigenvalue μ.

Without connectedness the equality case can fail. For H = diag(0, 1) and the uniform state ψ = (1, 1)/√2, the local energies are 0 and 1. Their minimum is the lowest eigenvalue, but ψ is not an eigenvector. The code uses the unnormalised vector (1, 1), which has the same local energies.

## The Lean file

```lean
import Mathlib

open Matrix

namespace BartaEquality

noncomputable section

variable {n : Type*} [Fintype n]

/-- The local energy `(H ψ)(x) / ψ(x)` of a trial state `ψ` at the configuration `x`. -/
def localEnergy (H : Matrix n n ℝ) (ψ : n → ℝ) (x : n) : ℝ := (H *ᵥ ψ) x / ψ x

/-- The smallest local energy of `ψ` over all configurations. -/
def minLocalEnergy [Nonempty n] (H : Matrix n n ℝ) (ψ : n → ℝ) : ℝ :=
  Finset.univ.inf' Finset.univ_nonempty (localEnergy H ψ)

/-- The graph joining distinct configurations that are coupled by a nonzero matrix element. -/
def couplingGraph (H : Matrix n n ℝ) : SimpleGraph n :=
  SimpleGraph.fromRel fun x y => H x y ≠ 0

/-- `E` is an eigenvalue of `H` and no eigenvalue of `H` lies below it. -/
def IsLowestEigenvalue (H : Matrix n n ℝ) (E : ℝ) : Prop :=
  (∃ v : n → ℝ, v ≠ 0 ∧ H *ᵥ v = E • v) ∧
    ∀ (μ : ℝ) (v : n → ℝ), v ≠ 0 → H *ᵥ v = μ • v → E ≤ μ

/-- A nowhere vanishing state satisfies the eigenvalue equation at energy `E` exactly when
its local energy equals `E` at every configuration. -/
theorem eigenvector_iff_localEnergy (H : Matrix n n ℝ) {ψ : n → ℝ} (hψ : ∀ x, ψ x ≠ 0)
    (E : ℝ) : H *ᵥ ψ = E • ψ ↔ ∀ x, localEnergy H ψ x = E := by
  constructor
  · intro h x
    rw [localEnergy, h, Pi.smul_apply, smul_eq_mul, mul_div_cancel_right₀ _ (hψ x)]
  · intro h
    ext x
    have hx := h x
    rw [localEnergy, div_eq_iff (hψ x)] at hx
    rw [Pi.smul_apply, smul_eq_mul]
    exact hx

/-- For symmetric `H` and nowhere vanishing `ψ`, the energy form of `v` minus the sum of the local
energy of `ψ` weighted by `v²` is a weighted sum, over pairs of configurations `x`, `y`, of squared
differences of the ratio `v / ψ`, with weights `-(1 / 2) * H x y * ψ x * ψ y`. -/
theorem energy_sub_localEnergy {H : Matrix n n ℝ} (hH : H.IsSymm) {ψ : n → ℝ}
    (hψ : ∀ x, ψ x ≠ 0) (v : n → ℝ) :
    v ⬝ᵥ H *ᵥ v - ∑ x, localEnergy H ψ x * v x ^ 2 =
      -(1 / 2) * ∑ x, ∑ y, H x y * ψ x * ψ y * (v x / ψ x - v y / ψ y) ^ 2 := by
  have h1 : v ⬝ᵥ H *ᵥ v =
      ∑ x, ∑ y, H x y * ψ x * ψ y * (v x / ψ x * (v y / ψ y)) := by
    simp only [dotProduct, Matrix.mulVec, Finset.mul_sum]
    refine Finset.sum_congr rfl fun x _ => Finset.sum_congr rfl fun y _ => ?_
    have hx := hψ x
    have hy := hψ y
    field_simp
  have h2 : ∑ x, localEnergy H ψ x * v x ^ 2 =
      ∑ x, ∑ y, H x y * ψ x * ψ y * (v x / ψ x) ^ 2 := by
    simp only [localEnergy, dotProduct, Matrix.mulVec, Finset.sum_div, Finset.sum_mul]
    refine Finset.sum_congr rfl fun x _ => Finset.sum_congr rfl fun y _ => ?_
    have hx := hψ x
    field_simp
  -- symmetry of `H` lets us exchange the two configurations
  have h3 : ∑ x, ∑ y, H x y * ψ x * ψ y * (v y / ψ y) ^ 2 =
      ∑ x, ∑ y, H x y * ψ x * ψ y * (v x / ψ x) ^ 2 := by
    rw [Finset.sum_comm]
    refine Finset.sum_congr rfl fun a _ => Finset.sum_congr rfl fun b _ => ?_
    rw [hH.apply a b]
    ring
  have h4 : ∑ x, ∑ y, H x y * ψ x * ψ y * (v x / ψ x - v y / ψ y) ^ 2 =
      ∑ x, ∑ y, H x y * ψ x * ψ y * (v x / ψ x) ^ 2 +
      ∑ x, ∑ y, H x y * ψ x * ψ y * (v y / ψ y) ^ 2 -
      2 * ∑ x, ∑ y, H x y * ψ x * ψ y * (v x / ψ x * (v y / ψ y)) := by
    simp only [Finset.mul_sum, ← Finset.sum_add_distrib, ← Finset.sum_sub_distrib]
    refine Finset.sum_congr rfl fun x _ => Finset.sum_congr rfl fun y _ => ?_
    ring
  rw [h4, h3, h1, h2]
  ring

/-- Let `H` be symmetric and connected with nonpositive off-diagonal entries. If `E` is at most
every local energy of a positive `ψ` and a nonzero `v` has energy expectation at most `E`, then `v`
is a nonzero multiple of `ψ` and `H ψ = E ψ`. -/
theorem rigidity {H : Matrix n n ℝ} (hH : H.IsSymm) (hoff : ∀ x y, x ≠ y → H x y ≤ 0)
    (hG : (couplingGraph H).Connected) {ψ : n → ℝ} (hψ : ∀ x, 0 < ψ x) {E : ℝ}
    (hE : ∀ x, E ≤ localEnergy H ψ x) {v : n → ℝ} (hv : v ≠ 0)
    (hvE : v ⬝ᵥ H *ᵥ v ≤ E * (v ⬝ᵥ v)) :
    (∃ c : ℝ, c ≠ 0 ∧ v = c • ψ) ∧ H *ᵥ ψ = E • ψ := by
  have hψ0 : ∀ x, ψ x ≠ 0 := fun x => (hψ x).ne'
  have hid := energy_sub_localEnergy hH hψ0 v
  have hT : ∀ x y, H x y * ψ x * ψ y * (v x / ψ x - v y / ψ y) ^ 2 ≤ 0 := by
    intro x y
    by_cases hxy : x = y
    · subst hxy
      simp
    · have hp : 0 ≤ ψ x * ψ y * (v x / ψ x - v y / ψ y) ^ 2 :=
        mul_nonneg (mul_pos (hψ x) (hψ y)).le (sq_nonneg _)
      have := mul_nonpos_of_nonpos_of_nonneg (hoff x y hxy) hp
      linarith
  have hR : ∀ x, ∑ y, H x y * ψ x * ψ y * (v x / ψ x - v y / ψ y) ^ 2 ≤ 0 :=
    fun x => Finset.sum_nonpos fun y _ => hT x y
  have hS := Finset.sum_nonpos fun x (_ : x ∈ Finset.univ) => hR x
  have hD : ∀ x, 0 ≤ (localEnergy H ψ x - E) * v x ^ 2 :=
    fun x => mul_nonneg (sub_nonneg.mpr (hE x)) (sq_nonneg _)
  have hDs := Finset.sum_nonneg fun x (_ : x ∈ Finset.univ) => hD x
  have hsplit : ∑ x, (localEnergy H ψ x - E) * v x ^ 2 =
      ∑ x, localEnergy H ψ x * v x ^ 2 - E * (v ⬝ᵥ v) := by
    simp only [dotProduct, Finset.mul_sum, ← Finset.sum_sub_distrib]
    exact Finset.sum_congr rfl fun x _ => by ring
  -- the two sides of the identity have opposite signs, so both vanish
  have hS0 : ∑ x, ∑ y, H x y * ψ x * ψ y * (v x / ψ x - v y / ψ y) ^ 2 = 0 := by
    linarith
  have hD0 : ∑ x, (localEnergy H ψ x - E) * v x ^ 2 = 0 := by linarith
  have hedge : ∀ x y, (couplingGraph H).Adj x y → v x / ψ x = v y / ψ y := by
    intro x y hadj
    have hne : H x y ≠ 0 := by
      rcases ((SimpleGraph.fromRel_adj _ _ _).mp hadj).2 with h | h
      · exact h
      · rw [← hH.apply x y]
        exact h
    have hx := (Finset.sum_eq_zero_iff_of_nonpos fun x _ => hR x).mp hS0 x
      (Finset.mem_univ x)
    have hxy := (Finset.sum_eq_zero_iff_of_nonpos fun y _ => hT x y).mp hx y
      (Finset.mem_univ y)
    have hsq := (mul_eq_zero.mp hxy).resolve_left
      (mul_ne_zero (mul_ne_zero hne (hψ0 x)) (hψ0 y))
    exact sub_eq_zero.mp (pow_eq_zero_iff two_ne_zero |>.mp hsq)
  -- connectedness spreads the constant ratio to all configurations
  have hconst : ∀ x y, v x / ψ x = v y / ψ y := by
    intro x y
    obtain ⟨p⟩ := hG.preconnected x y
    induction p with
    | nil => rfl
    | cons h p ih => exact (hedge _ _ h).trans ih
  obtain ⟨a, ha⟩ := Function.ne_iff.mp hv
  have hc : v a / ψ a ≠ 0 := div_ne_zero ha (hψ0 a)
  have hvx : ∀ x, v x = v a / ψ a * ψ x :=
    fun x => (div_eq_iff (hψ0 x)).mp (hconst x a)
  refine ⟨⟨v a / ψ a, hc, funext hvx⟩, ?_⟩
  rw [eigenvector_iff_localEnergy H hψ0]
  intro x
  have hx := (Finset.sum_eq_zero_iff_of_nonneg fun x _ => hD x).mp hD0 x
    (Finset.mem_univ x)
  have hvx0 : v x ≠ 0 := by
    rw [hvx x]
    exact mul_ne_zero hc (hψ0 x)
  exact sub_eq_zero.mp ((mul_eq_zero.mp hx).resolve_right (pow_ne_zero 2 hvx0))

/-- Equality case of Barta's bound, for symmetric connected `H` with nonpositive off-diagonal
entries: the minimal local energy of a positive trial state is the lowest eigenvalue of `H` exactly
when the trial state is an eigenvector at that energy. -/
theorem barta_equality_iff [Nonempty n] {H : Matrix n n ℝ} (hH : H.IsSymm)
    (hoff : ∀ x y, x ≠ y → H x y ≤ 0) (hG : (couplingGraph H).Connected)
    {ψ : n → ℝ} (hψ : ∀ x, 0 < ψ x) :
    IsLowestEigenvalue H (minLocalEnergy H ψ) ↔ H *ᵥ ψ = minLocalEnergy H ψ • ψ := by
  have hmin : ∀ x, minLocalEnergy H ψ ≤ localEnergy H ψ x :=
    fun x => Finset.inf'_le _ (Finset.mem_univ x)
  obtain ⟨a⟩ := ‹Nonempty n›
  constructor
  · rintro ⟨⟨v, hv, hev⟩, -⟩
    exact (rigidity hH hoff hG hψ hmin hv
      (by rw [hev, dotProduct_smul, smul_eq_mul])).2
  · intro h
    refine ⟨⟨ψ, fun h0 => (hψ a).ne' (congrFun h0 a), h⟩, fun μ v hv hev => ?_⟩
    by_contra hlt
    -- an eigenvalue below the minimum would also be the local energy of `ψ`
    have h' := (rigidity hH hoff hG hψ (fun x => (not_le.mp hlt).le.trans (hmin x)) hv
      (by rw [hev, dotProduct_smul, smul_eq_mul])).2
    have e := (eigenvector_iff_localEnergy H (fun x => (hψ x).ne') _).mp h' a
    have := hmin a
    exact hlt (by linarith)

/-- Let `H` be symmetric and connected with nonpositive off-diagonal entries. If the minimal local
energy of a positive trial state is the lowest eigenvalue of `H`, then the local energy is the same
at all configurations. -/
theorem localEnergy_constant [Nonempty n] {H : Matrix n n ℝ} (hH : H.IsSymm)
    (hoff : ∀ x y, x ≠ y → H x y ≤ 0) (hG : (couplingGraph H).Connected)
    {ψ : n → ℝ} (hψ : ∀ x, 0 < ψ x) (h : IsLowestEigenvalue H (minLocalEnergy H ψ))
    (x y : n) : localEnergy H ψ x = localEnergy H ψ y := by
  have hc := (eigenvector_iff_localEnergy H (fun x => (hψ x).ne') _).mp
    ((barta_equality_iff hH hoff hG hψ).mp h)
  rw [hc x, hc y]

/-- Let `H` be symmetric and connected with nonpositive off-diagonal entries. If the local energy of
a positive trial state differs between two configurations, its minimum lies strictly below every
eigenvalue of `H`. -/
theorem minLocalEnergy_lt_eigenvalue [Nonempty n] {H : Matrix n n ℝ} (hH : H.IsSymm)
    (hoff : ∀ x y, x ≠ y → H x y ≤ 0) (hG : (couplingGraph H).Connected)
    {ψ : n → ℝ} (hψ : ∀ x, 0 < ψ x) {x y : n}
    (hxy : localEnergy H ψ x ≠ localEnergy H ψ y) {μ : ℝ} {v : n → ℝ} (hv : v ≠ 0)
    (hev : H *ᵥ v = μ • v) : minLocalEnergy H ψ < μ := by
  by_contra hle
  have h := (rigidity hH hoff hG hψ
    (fun z => (not_lt.mp hle).trans (Finset.inf'_le _ (Finset.mem_univ z))) hv
    (by rw [hev, dotProduct_smul, smul_eq_mul])).2
  have hc := (eigenvector_iff_localEnergy H (fun x => (hψ x).ne') _).mp h
  exact hxy ((hc x).trans (hc y).symm)

/-- For two uncoupled levels at energies 0 and 1, the minimal local energy of the uniform
trial state is the lowest eigenvalue, yet the trial state is not an eigenvector. -/
theorem connectedness_needed :
    IsLowestEigenvalue !![(0 : ℝ), 0; 0, 1] (minLocalEnergy !![(0 : ℝ), 0; 0, 1] ![1, 1]) ∧
      ¬ ∃ E : ℝ, !![(0 : ℝ), 0; 0, 1] *ᵥ ![1, 1] = E • ![1, 1] := by
  have l0 : localEnergy !![(0 : ℝ), 0; 0, 1] ![1, 1] 0 = 0 := by
    simp [localEnergy, Matrix.mulVec, dotProduct, Fin.sum_univ_two]
  have l1 : localEnergy !![(0 : ℝ), 0; 0, 1] ![1, 1] 1 = 1 := by
    simp [localEnergy, Matrix.mulVec, dotProduct, Fin.sum_univ_two]
  have hm : minLocalEnergy !![(0 : ℝ), 0; 0, 1] ![1, 1] = 0 := by
    apply le_antisymm
    · exact (Finset.inf'_le _ (Finset.mem_univ 0)).trans l0.le
    · apply Finset.le_inf'
      intro i _
      rcases Fin.exists_fin_two.mp ⟨i, rfl⟩ with h | h
      · rw [h]
        exact l0.ge
      · rw [h, l1]
        exact zero_le_one
  rw [hm]
  refine ⟨⟨⟨![1, 0], fun h => one_ne_zero (congrFun h 0), ?_⟩, ?_⟩, ?_⟩
  · ext i
    fin_cases i <;> simp [Matrix.mulVec, dotProduct, Fin.sum_univ_two]
  · intro μ v hv h
    by_contra hμ
    have hneg : μ < 0 := not_le.mp hμ
    have e0 : 0 = μ * v 0 := by
      simpa [Matrix.mulVec, dotProduct, Fin.sum_univ_two] using congrFun h 0
    have e1 : v 1 = μ * v 1 := by
      simpa [Matrix.mulVec, dotProduct, Fin.sum_univ_two] using congrFun h 1
    have v0 : v 0 = 0 := (mul_eq_zero.mp e0.symm).resolve_left hneg.ne
    have e2 : (1 - μ) * v 1 = 0 := by linear_combination e1
    have v1 : v 1 = 0 := (mul_eq_zero.mp e2).resolve_left (by intro h; linarith)
    apply hv
    ext i
    fin_cases i <;> simp [v0, v1]
  · rintro ⟨E, h⟩
    have e0 : 0 = E := by
      simpa [Matrix.mulVec, dotProduct, Fin.sum_univ_two] using congrFun h 0
    have e1 : 1 = E := by
      simpa [Matrix.mulVec, dotProduct, Fin.sum_univ_two] using congrFun h 1
    linarith

end

end BartaEquality
```

```lean
#print axioms BartaEquality.barta_equality_iff
#print axioms BartaEquality.localEnergy_constant
#print axioms BartaEquality.minLocalEnergy_lt_eigenvalue
#print axioms BartaEquality.connectedness_needed
```

```
'BartaEquality.barta_equality_iff' depends on axioms: [propext, Classical.choice, Quot.sound]
'BartaEquality.localEnergy_constant' depends on axioms: [propext, Classical.choice, Quot.sound]
'BartaEquality.minLocalEnergy_lt_eigenvalue' depends on axioms: [propext, Classical.choice, Quot.sound]
'BartaEquality.connectedness_needed' depends on axioms: [propext, Classical.choice, Quot.sound]
```

## How the statements and proofs match the physics

The type `n` is the configuration set, `H *ᵥ ψ` is the action of H on ψ, and `⬝ᵥ` is the real dot product. The hypotheses `hH`, `hoff`, `hG` and `hψ` are symmetry, the sign condition, connectedness and strict positivity. The diagonal of H is unrestricted and ψ need not be normalised. `couplingGraph` ignores diagonal elements, so a single configuration counts as connected.

`barta_equality_iff` is the equivalence, `localEnergy_constant` the constancy, and `minLocalEnergy_lt_eigenvalue` the strict inequality. `connectedness_needed` is the two-level example.

`eigenvector_iff_localEnergy` translates between the eigenvalue equation and a constant local energy by multiplying or dividing by ψ(x). In `energy_sub_localEnergy`, `h1` and `h2` are the two double sums, `h3` exchanges x and y using symmetry, and `h4` expands the square.

`rigidity` carries the main argument. `hT` and `hD` fix the signs of the individual terms, and `linarith` combines them with the identity to obtain the vanishing sums `hS0` and `hD0`. `hedge` equates the ratios across one edge, and `hconst` extends this by induction along a walk in the graph. `barta_equality_iff` and `minLocalEnergy_lt_eigenvalue` apply `rigidity` to an eigenvector, for which v·Hv = μ v·v, and `localEnergy_constant` follows from the former.

The theorems concern exact real arithmetic and a minimum over all configurations. They do not cover rounding, statistical error, continuous or infinite configuration spaces, complex Hamiltonians, or trial states with nodes. Nor do they say how close ψ is to the ground state when m is only slightly below the lowest eigenvalue.
